# If the Spin Projected on an LS Level Is Proportional to J, the Constant Is g − 1

In a simple model of a lanthanide ion, exchange with the surroundings acts only on the total spin S of the 4f shell. Spin–orbit coupling, however, ties S to the orbital momentum L, and the states group into levels, each labelled by the total angular momentum J = L + S. How much spin does the exchange interaction find within one level?

Take a level with definite quantum numbers of L and S, other than J = 0, and suppose that the spin, projected on it, is a multiple c of the operator J. Then c = g − 1, where g is the Landé factor for spin factor 2. For isotropic exchange confined to one such level, the spin coupling can therefore be rewritten in terms of J, and the square of the projected spin is the de Gennes factor.

## The level and its projector

All operators are complex matrices of one finite size, indexed by a finite type `n`, and ħ = 1.

```lean
import Mathlib

open Matrix

namespace LanthanideDeGennes

noncomputable section

variable {n : Type*} [Fintype n] [DecidableEq n]
```

Let l, s and j be the quantum numbers of L, S and J. With the spin factor set to exactly 2, the Landé factor is

g = 1 + [j(j+1) + s(s+1) − l(l+1)] / [2j(j+1)].

It enters as this formula, and the theorems below connect it to the operators.

```lean
/-- The Landé factor of a level with quantum numbers `l`, `s`, `j`, for spin factor 2;
its domain is `j ≠ 0`, `j ≠ -1`. -/
def landeG (l s j : ℝ) : ℝ :=
  1 + (j * (j + 1) + s * (s + 1) - l * (l + 1)) / (2 * (j * (j + 1)))
```

The de Gennes factor is (g − 1)² j(j+1).

```lean
/-- The de Gennes factor `(g - 1)² j (j + 1)`, on the domain `j ≠ 0`, `j ≠ -1` of `g`. -/
def deGennes (l s j : ℝ) : ℝ := (landeG l s j - 1) ^ 2 * (j * (j + 1))
```

The components are L_k and S_k with k = 0, 1, 2 for x, y, z, and J_k = L_k + S_k. Write L² for the sum of the L_k², and likewise S² and J². The matrix P projects on the level. The conditions are

L_k S_k = S_k L_k, L² = l(l+1), S² = s(s+1),

P² = P ≠ 0, J_k P = P J_k, J²P = j(j+1)P, j > 0.

`IsLSLevel` collects them. It asks for less than a physical level provides: the matrices need not be Hermitian, the angular momentum commutation relations are not required, and l, s, j are real numbers. L² and S² are fixed on the whole matrix space, so the matrices describe a single LS term, not the full 4f configuration, and mixing of different l or s is excluded.

```lean
/-- `P` is a nonzero idempotent that commutes with `J = L + S` and selects states with
`J² = j (j + 1)`, `j > 0`, where `L² = l (l + 1)`, `S² = s (s + 1)` and equal components
of `L` and `S` commute. -/
structure IsLSLevel (L S : Fin 3 → Matrix n n ℂ) (P : Matrix n n ℂ) (l s j : ℝ) : Prop where
  comm : ∀ k, L k * S k = S k * L k
  L_sq : ∑ k, L k ^ 2 = ((l * (l + 1) : ℝ) : ℂ) • (1 : Matrix n n ℂ)
  S_sq : ∑ k, S k ^ 2 = ((s * (s + 1) : ℝ) : ℂ) • (1 : Matrix n n ℂ)
  idem : P * P = P
  ne_zero : P ≠ 0
  J_comm : ∀ k, (L k + S k) * P = P * (L k + S k)
  J_sq : (∑ k, (L k + S k) ^ 2) * P = ((j * (j + 1) : ℝ) : ℂ) • P
  j_pos : 0 < j
```

## The scalar product of S and J

Since L_k and S_k commute, J_k² = L_k² + 2S_kL_k + S_k². Hence

2S_kJ_k = 2S_kL_k + 2S_k² = J_k² + S_k² − L_k²,

and summing over k gives 2 S·J = J² + S² − L². The proof compares the sums term by term; `linear_combination` uses the commutation once, and `noncomm_ring` does the algebra without reordering factors.

```lean
/-- If equal components of `L` and `S` commute, then `2 S·J = J² + S² - L²`
for `J = L + S`. -/
theorem two_spin_dot_J (L S : Fin 3 → Matrix n n ℂ) (h : ∀ k, L k * S k = S k * L k) :
    (2 : ℂ) • ∑ k, S k * (L k + S k) =
      ∑ k, (L k + S k) ^ 2 + ∑ k, S k ^ 2 - ∑ k, L k ^ 2 := by
  rw [Finset.smul_sum, ← Finset.sum_add_distrib, ← Finset.sum_sub_distrib]
  refine Finset.sum_congr rfl fun k _ => ?_
  rw [two_smul]
  linear_combination (norm := noncomm_ring) -(h k)
```

## Fixing the constant

The remaining hypothesis, `hc`, is

P S_k P = c J_k P for every k, with one complex number c.

For a single physical J multiplet this is what the Wigner–Eckart theorem supplies: within the multiplet, every vector operator is a multiple of J. Here it is assumed, and c is unknown.

Place S·J between two copies of P. Because P commutes with J_k,

P S_kJ_k P = P S_k P J_k = c J_k P J_k = c J_k² P,

and the sum over k is c j(j+1)P. The previous identity gives the same operator as

2P(S·J)P = [j(j+1) + s(s+1) − l(l+1)]P.

Since P ≠ 0, the scalars agree:

2c j(j+1) = j(j+1) + s(s+1) − l(l+1).

As j > 0, division gives c = g − 1, so c is real. In the proof, `h1` and `h2` are the first evaluation, `h3` is the second, and `h5` is the equation between scalars.

```lean
variable {L S : Fin 3 → Matrix n n ℂ} {P : Matrix n n ℂ} {l s j : ℝ} {c : ℂ}

/-- If the spin projected on a level is `c` times the total angular momentum,
then `c = g - 1` with the Landé factor `g`. -/
theorem projected_spin_factor (h : IsLSLevel L S P l s j)
    (hc : ∀ k, P * S k * P = c • ((L k + S k) * P)) :
    c = ((landeG l s j - 1 : ℝ) : ℂ) := by
  have hj := h.j_pos
  -- the proportionality, multiplied by a component of J
  have h1 : ∀ k, P * (S k * (L k + S k)) * P = c • ((L k + S k) ^ 2 * P) := by
    intro k
    calc P * (S k * (L k + S k)) * P = P * S k * ((L k + S k) * P) := by
          simp only [mul_assoc]
      _ = P * S k * P * (L k + S k) := by rw [h.J_comm k]; simp only [mul_assoc]
      _ = c • ((L k + S k) * P) * (L k + S k) := by rw [hc k]
      _ = c • ((L k + S k) ^ 2 * P) := by
          rw [smul_mul_assoc, mul_assoc, ← h.J_comm k, ← mul_assoc, pow_two]
  have h2 : P * (∑ k, S k * (L k + S k)) * P = c • (((j * (j + 1) : ℝ) : ℂ) • P) := by
    rw [Finset.mul_sum, Finset.sum_mul, Finset.sum_congr rfl fun k _ => h1 k,
      ← Finset.smul_sum, ← Finset.sum_mul, h.J_sq]
  -- the same operator from the squares of J, S and L
  have h3 : (2 : ℂ) • (P * (∑ k, S k * (L k + S k)) * P) =
      ((j * (j + 1) : ℝ) : ℂ) • P + ((s * (s + 1) : ℝ) : ℂ) • P
        - ((l * (l + 1) : ℝ) : ℂ) • P := by
    rw [← smul_mul_assoc, ← mul_smul_comm, two_spin_dot_J L S h.comm, h.S_sq, h.L_sq,
      mul_assoc, sub_mul, add_mul, h.J_sq]
    simp only [mul_add, mul_sub, mul_smul_comm, smul_mul_assoc, one_mul, h.idem]
  rw [h2] at h3
  have h4 : (2 * (c * ((j * (j + 1) : ℝ) : ℂ)) - (((j * (j + 1) : ℝ) : ℂ)
      + ((s * (s + 1) : ℝ) : ℂ) - ((l * (l + 1) : ℝ) : ℂ))) • P = 0 := by
    linear_combination (norm := module) h3
  -- P is nonzero, so the scalars agree
  have h5 := (smul_eq_zero.mp h4).resolve_right h.ne_zero
  have hne : (2 * ((j : ℂ) * ((j : ℂ) + 1))) ≠ 0 := by
    have hr : (2 * (j * (j + 1)) : ℝ) ≠ 0 := by positivity
    exact_mod_cast hr
  push_cast at h5
  rw [landeG, add_sub_cancel_left]
  push_cast
  rw [eq_div_iff hne]
  linear_combination h5
```

## The squared spin and the magnetic moment

Squaring the projected component gives

(P S_k P)² = c² J_kP J_kP = c² J_k² P.

Summing over k and inserting c = g − 1,

Σ_k (P S_k P)² = (g − 1)² j(j+1) P.

The step `e` moves P past J_k and uses P² = P.

```lean
/-- If the spin projected on a level is proportional to the total angular momentum,
then its square is the de Gennes factor times the projector. -/
theorem projected_spin_sq (h : IsLSLevel L S P l s j)
    (hc : ∀ k, P * S k * P = c • ((L k + S k) * P)) :
    ∑ k, (P * S k * P) ^ 2 = ((deGennes l s j : ℝ) : ℂ) • P := by
  have h1 : ∀ k, (P * S k * P) ^ 2 = c ^ 2 • ((L k + S k) ^ 2 * P) := by
    intro k
    have e : (L k + S k) * P * ((L k + S k) * P) = (L k + S k) ^ 2 * P := by
      calc (L k + S k) * P * ((L k + S k) * P)
          = (L k + S k) * (P * (L k + S k)) * P := by simp only [mul_assoc]
        _ = (L k + S k) * ((L k + S k) * P) * P := by rw [← h.J_comm k]
        _ = (L k + S k) ^ 2 * (P * P) := by simp only [pow_two, mul_assoc]
        _ = (L k + S k) ^ 2 * P := by rw [h.idem]
    rw [hc k, pow_two (c • ((L k + S k) * P)), smul_mul_smul_comm, e, ← pow_two c]
  rw [Finset.sum_congr rfl fun k _ => h1 k, ← Finset.smul_sum, ← Finset.sum_mul,
    h.J_sq, smul_smul, projected_spin_factor h hc]
  simp only [deGennes, Complex.ofReal_mul, Complex.ofReal_pow]
```

The magnetic moment is proportional to L + 2S = J + S. Its projection is

P(L_k + 2S_k)P = J_kP + cJ_kP = gJ_kP.

The same g thus fixes both the moment and the spin of the level.

```lean
/-- If the spin projected on a level is proportional to the total angular momentum,
then `L + 2S` projected on that level is `g J`. -/
theorem projected_moment (h : IsLSLevel L S P l s j)
    (hc : ∀ k, P * S k * P = c • ((L k + S k) * P)) (k : Fin 3) :
    P * (L k + (2 : ℂ) • S k) * P = ((landeG l s j : ℝ) : ℂ) • ((L k + S k) * P) := by
  have e : P * (L k + (2 : ℂ) • S k) * P = P * (L k + S k) * P + P * S k * P := by
    rw [two_smul]
    noncomm_ring
  rw [e, ← h.J_comm k, mul_assoc, h.idem, hc k, projected_spin_factor h hc,
    Complex.ofReal_sub, Complex.ofReal_one]
  module
```

## Two angular momenta 1/2 coupled to j = 1

A small algebraic example meets every condition. It is not an LS level of an atom, because an orbital momentum has integer l. In the product basis ↑↑, ↑↓, ↓↑, ↓↓, the first angular momentum is L_k = σ_k/2 ⊗ 1, with σ_k the Pauli matrices.

```lean
/-- The first of two angular momenta 1/2, in the product basis. -/
def pairL : Fin 3 → Matrix (Fin 4) (Fin 4) ℂ :=
  ![!![0, 0, 1/2, 0; 0, 0, 0, 1/2; 1/2, 0, 0, 0; 0, 1/2, 0, 0],
    !![0, 0, -Complex.I/2, 0; 0, 0, 0, -Complex.I/2; Complex.I/2, 0, 0, 0; 0, Complex.I/2, 0, 0],
    !![1/2, 0, 0, 0; 0, 1/2, 0, 0; 0, 0, -1/2, 0; 0, 0, 0, -1/2]]
```

The second is S_k = 1 ⊗ σ_k/2.

```lean
/-- The second of two angular momenta 1/2, in the product basis. -/
def pairS : Fin 3 → Matrix (Fin 4) (Fin 4) ℂ :=
  ![!![0, 1/2, 0, 0; 1/2, 0, 0, 0; 0, 0, 0, 1/2; 0, 0, 1/2, 0],
    !![0, -Complex.I/2, 0, 0; Complex.I/2, 0, 0, 0; 0, 0, 0, -Complex.I/2; 0, 0, Complex.I/2, 0],
    !![1/2, 0, 0, 0; 0, -1/2, 0, 0; 0, 0, 1/2, 0; 0, 0, 0, -1/2]]
```

Let W exchange the two factors, so that it swaps ↑↓ and ↓↑.

```lean
/-- The exchange of the two angular momenta. -/
def pairSwap : Matrix (Fin 4) (Fin 4) ℂ :=
  !![1, 0, 0, 0; 0, 0, 1, 0; 0, 1, 0, 0; 0, 0, 0, 1]
```

The triplet consists of the symmetric states, with projector P = (1 + W)/2.

```lean
/-- The projector on the symmetric states of the pair. -/
def tripletP : Matrix (Fin 4) (Fin 4) ℂ := (1/2 : ℂ) • (1 + pairSwap)
```

Exchange turns one momentum into the other: W L_k = S_k W. This is checked entry by entry.

```lean
/-- The exchange turns the first angular momentum into the second. -/
theorem pairSwap_mul (k : Fin 3) : pairSwap * pairL k = pairS k * pairSwap := by
  fin_cases k <;> ext a b <;> fin_cases a <;> fin_cases b <;>
    simp [pairL, pairS, pairSwap, Matrix.mul_apply, Fin.sum_univ_four]
```

The scalar product is L·S = W/2 − 1/4, which is 1/4 on the triplet and −3/4 on the singlet.

```lean
/-- The scalar product of two angular momenta 1/2 is half their exchange minus 1/4. -/
theorem pair_dot : ∑ k, pairL k * pairS k =
    (1/2 : ℂ) • pairSwap - (1/4 : ℂ) • (1 : Matrix (Fin 4) (Fin 4) ℂ) := by
  have hI := Complex.I_mul_I
  ext a b
  fin_cases a <;> fin_cases b <;>
    simp [pairL, pairS, pairSwap, Fin.sum_univ_three] <;> grind
```

From W² = 1 it follows that P² = P and W S_k = L_k W, so P commutes with J_k. Moreover

J² = 3/4 + 3/4 + 2L·S = 1 + W,

and therefore J²P = 2P, which is j = 1. Finally,

P S_k P = (S_k + S_kW + L_kW + L_k)/4 = J_kP/2.

So c = 1/2, in agreement with g = 3/2. The proof checks the matrix identities by entries and the relations for P by this algebra.

```lean
/-- Two angular momenta 1/2 coupled to `j = 1` form a level, and the projected spin is
half the total angular momentum. -/
theorem level_witness : IsLSLevel pairL pairS tripletP (1/2) (1/2) 1 ∧
    ∀ k, tripletP * pairS k * tripletP = (1/2 : ℂ) • ((pairL k + pairS k) * tripletP) := by
  have hI := Complex.I_mul_I
  have hcomm : ∀ k, pairL k * pairS k = pairS k * pairL k := by
    intro k
    fin_cases k <;> ext a b <;> fin_cases a <;> fin_cases b <;>
      simp [pairL, pairS, Matrix.mul_apply, Fin.sum_univ_four] <;> grind
  have hL2 : ∑ k, pairL k ^ 2 =
      ((1/2 * (1/2 + 1) : ℝ) : ℂ) • (1 : Matrix (Fin 4) (Fin 4) ℂ) := by
    ext a b
    fin_cases a <;> fin_cases b <;>
      simp [pairL, pow_two, Fin.sum_univ_three] <;> grind
  have hS2 : ∑ k, pairS k ^ 2 =
      ((1/2 * (1/2 + 1) : ℝ) : ℂ) • (1 : Matrix (Fin 4) (Fin 4) ℂ) := by
    ext a b
    fin_cases a <;> fin_cases b <;>
      simp [pairS, pow_two, Fin.sum_univ_three] <;> grind
  have hW : pairSwap * pairSwap = 1 := by
    ext a b
    fin_cases a <;> fin_cases b <;>
      simp [pairSwap, Matrix.mul_apply, Fin.sum_univ_four]
  have hLW : ∀ k, pairL k * pairSwap * pairSwap = pairL k := fun k => by
    rw [mul_assoc, hW, mul_one]
  -- the exchange also turns the second momentum into the first
  have hS : ∀ k, pairSwap * pairS k = pairL k * pairSwap := fun k => by
    calc pairSwap * pairS k = pairSwap * (pairS k * pairSwap) * pairSwap := by
          rw [mul_assoc, mul_assoc, hW, mul_one]
      _ = pairL k * pairSwap := by rw [← pairSwap_mul k, ← mul_assoc, hW, one_mul]
  refine ⟨⟨hcomm, hL2, hS2, ?_, ?_, ?_, ?_, one_pos⟩, ?_⟩
  · simp only [tripletP, smul_mul_assoc, mul_smul_comm, mul_add, add_mul, mul_one, one_mul, hW]
    module
  · intro h0
    have h00 := congrFun (congrFun h0 0) 0
    norm_num [tripletP, pairSwap] at h00
  · intro k
    simp only [tripletP, smul_mul_assoc, mul_smul_comm, mul_add, add_mul, mul_one, one_mul,
      pairSwap_mul, hS]
    module
  · -- J² = L² + S² + 2 L·S
    have e : ∀ k, (pairL k + pairS k) ^ 2 =
        pairL k ^ 2 + pairS k ^ 2 + (2 : ℂ) • (pairL k * pairS k) := by
      intro k
      rw [two_smul]
      linear_combination (norm := noncomm_ring) -(hcomm k)
    rw [Finset.sum_congr rfl fun k _ => e k, Finset.sum_add_distrib, Finset.sum_add_distrib,
      ← Finset.smul_sum, hL2, hS2, pair_dot]
    simp only [tripletP, smul_mul_assoc, mul_smul_comm, mul_add, add_mul, sub_mul, mul_one,
      one_mul, hW]
    push_cast
    module
  · intro k
    simp only [tripletP, smul_mul_assoc, mul_smul_comm, mul_add, add_mul, mul_one, one_mul,
      hS, hLW]
    module
```

## The heavy half of the 4f shell

Take 7 + m electrons in the 4f shell. Hund's rules, taken as input, leave 7 − m unpaired spins, so S = (7 − m)/2. From here on L, S and J denote quantum numbers.

```lean
/-- Hund's-rule spin of a 4f shell with `7 + m` electrons, for `m ≤ 7`. -/
def hundS (m : ℕ) : ℝ := (7 - m) / 2
```

The m electrons beyond half filling occupy the orbitals with the largest projections 3, 2, …, so

L = 3m − m(m−1)/2 = m(7 − m)/2.

```lean
/-- Hund's-rule orbital momentum of a 4f shell with `7 + m` electrons, for `m ≤ 7`. -/
def hundL (m : ℕ) : ℝ := m * (7 - m) / 2
```

In this half of the series J = L + S = (m+1)S. The numerator in the Landé formula becomes 2S(J+1), and for m < 7

g − 1 = S/J = 1/(m+1).

The filled shell, m = 7, has J = 0 and no Landé factor. Lean checks the seven cases separately.

```lean
/-- A 4f shell with `7 + m` electrons, `m < 7`, and Hund's-rule values `L`, `S`,
`J = L + S` has the Landé factor `1 + 1 / (m + 1)`. -/
theorem heavy_landeG (m : ℕ) (hm : m < 7) :
    landeG (hundL m) (hundS m) (hundL m + hundS m) = 1 + 1 / ((m : ℝ) + 1) := by
  interval_cases m <;> norm_num [landeG, hundL, hundS]
```

The de Gennes factor is then

J(J+1)/(m+1)² = S[S + 1/(m+1)].

Both S and 1/(m+1) fall as m grows, so the factor falls with each added electron, from 63/4 at 4f⁷ to 9/28 at 4f¹³. The six comparisons are evaluated one by one. They concern the formula at Hund's-rule values; the many-electron 4f matrices are not constructed.

```lean
/-- From 7 to 13 electrons in the 4f shell, with Hund's-rule values `L`, `S`, `J = L + S`,
each added electron lowers the de Gennes factor. -/
theorem heavy_deGennes_decreasing (m : ℕ) (hm : m < 6) :
    deGennes (hundL (m + 1)) (hundS (m + 1)) (hundL (m + 1) + hundS (m + 1)) <
      deGennes (hundL m) (hundS m) (hundL m + hundS m) := by
  interval_cases m <;> norm_num [deGennes, landeG, hundL, hundS]

end

end LanthanideDeGennes
```

```lean
#print axioms LanthanideDeGennes.projected_spin_sq
#print axioms LanthanideDeGennes.projected_moment
#print axioms LanthanideDeGennes.heavy_landeG
#print axioms LanthanideDeGennes.heavy_deGennes_decreasing
```

```
'LanthanideDeGennes.projected_spin_sq' depends on axioms: [propext, Classical.choice, Quot.sound]
'LanthanideDeGennes.projected_moment' depends on axioms: [propext, Classical.choice, Quot.sound]
'LanthanideDeGennes.heavy_landeG' depends on axioms: [propext, Classical.choice, Quot.sound]
'LanthanideDeGennes.heavy_deGennes_decreasing' depends on axioms: [propext, Classical.choice, Quot.sound]
```
